# In a finite basis, [D, T] misses 2T by at least 2‖T‖ for Hermitian T

## Replacing operators by matrices in a virial formula

When a virial formula is turned into code for a basis-set program, operators are replaced by their matrices. The relation [D, T] = 2T may be used before that step but not after it: the commutator of the matrices D and T is not 2T if the kinetic energy matrix T is nonzero. In a finite orthonormal basis, where T is Hermitian, the two differ by at least 2‖T‖ in the Frobenius norm, whatever matrix D is used for the dilation generator.

For the differential operators the relation is correct. Take D = −r·∇, with the sign chosen to suit the relations below. Kinetic energy scales as an inverse length squared, which gives the factor 2, and with W = r·∇V for the potential V,

[D, T] = 2T,  [D, V] = −W,  [D, T + V] = 2T − W.

The expectation value of the last relation in a bound eigenstate is the virial theorem, 2⟨T⟩ = ⟨W⟩.

## The bound and its derivation

Let T be a Hermitian matrix, D any complex matrix of the same size, c a complex number and K = DT − TD. The Frobenius norm is given by

‖A‖² = Σᵢⱼ |Aᵢⱼ|² = tr(A†A).

By cyclicity of the trace,

tr(TK) = tr(TDT) − tr(TTD) = 0.

Since K†T = (TK)†, also tr(K†T) = 0. Both cross terms therefore drop out:

‖K − cT‖² = tr(K†K) − c tr(K†T) − c* tr(TK) + |c|² tr(T²) = ‖K‖² + |c|²‖T‖².

For c = 2 this gives ‖K − 2T‖ ≥ 2‖T‖, with equality exactly when K = 0, that is, when D commutes with T.

For the full virial identity, write

[D, T] − 2T = ([D, T + V] − (2T − W)) − ([D, V] + W).

By the triangle inequality, the norms of the two brackets add up to at least 2‖T‖. If the potential relation is exact, the virial identity is off by at least 2‖T‖. Otherwise the virial error can vanish: for 1×1 matrices with T = 1 and W = 2 it is zero, and the potential error is 2.

If Tv = tv with t real, then v†T = tv†, so v†Kv = 0 and

v†(K − 2T)v = −2t v†v,

which is −2t for normalised v.

## A 2×2 instance and the Coulomb potential

Take T = diag(1, 3) and D with rows (0, 1) and (−1, 0). Then K has rows (0, 2) and (2, 0), and K − 2T has rows (−2, 2) and (2, −6). Its squared norm is 48 = 8 + 4·10, so the defect is about 6.93, above the bound 2√10 ≈ 6.32.

The same argument applies to a Coulomb potential centred at the origin, for which W = −V and the potential relation reads [D, V] = V. With c = 1 and a Hermitian matrix V,

‖[D, V] − V‖ ≥ ‖V‖,

so this relation also fails in a finite basis unless V = 0.

## The definitions and theorems in Lean

The finite type `n` labels the basis functions, and the bounds assume only `T.IsHermitian`. `dilationDefect c D T` is K − cT, and `virialDefect D T V W` is the error of the virial identity. `D`, `V` and `W` are arbitrary matrices. That the matrices come from differential operators in an orthonormalised basis is the step left to the user.

```lean
import Mathlib

open Matrix
open scoped Matrix.Norms.Frobenius

namespace FiniteBasisDilation

variable {n : Type*} [Fintype n]

/-- The error `DT - TD - cT` with which a matrix `D` acts as a dilation generator on an
operator `T` of scaling degree `c`; kinetic energy has `c = 2`. -/
def dilationDefect (c : ℂ) (D T : Matrix n n ℂ) : Matrix n n ℂ :=
  D * T - T * D - c • T

/-- The error `[D, T + V] - (2T - W)` of the operator virial identity for the Hamiltonian
`T + V`, where `W` is the matrix that represents `r · ∇V`. -/
def virialDefect (D T V W : Matrix n n ℂ) : Matrix n n ℂ :=
  D * (T + V) - (T + V) * D - ((2 : ℂ) • T - W)

/-- The squared Frobenius norm of a matrix is the real part of the trace of `A†A`. -/
theorem frobenius_sq (A : Matrix n n ℂ) : ‖A‖ ^ 2 = (trace (Aᴴ * A)).re := by
  have h : ‖A‖ = Real.sqrt (∑ i, ∑ j, ‖A i j‖ ^ 2) := by
    rw [Matrix.frobenius_norm_def, Real.sqrt_eq_rpow]
    simp only [Real.rpow_two]
  rw [h, Real.sq_sqrt (by positivity)]
  simp only [Matrix.trace, Matrix.diag_apply, Matrix.mul_apply, Matrix.conjTranspose_apply,
    Complex.re_sum]
  rw [Finset.sum_comm]
  refine Finset.sum_congr rfl fun i _ => Finset.sum_congr rfl fun j _ => ?_
  rw [← Complex.normSq_eq_norm_sq, Complex.normSq_apply]
  simp [Complex.mul_re]

/-- The trace of `T` times its commutator with any matrix `D` vanishes. -/
theorem trace_mul_commutator (D T : Matrix n n ℂ) :
    trace (T * (D * T - T * D)) = 0 := by
  rw [Matrix.mul_sub, Matrix.trace_sub, ← Matrix.mul_assoc,
    Matrix.trace_mul_comm (T * D) T, sub_self]

/-- For Hermitian `T` the squared dilation defect is the sum of two squares, one from the
commutator `[D, T]` and one from the target `cT`. -/
theorem dilationDefect_norm_sq (c : ℂ) (D : Matrix n n ℂ) {T : Matrix n n ℂ}
    (hT : T.IsHermitian) :
    ‖dilationDefect c D T‖ ^ 2 = ‖D * T - T * D‖ ^ 2 + ‖c‖ ^ 2 * ‖T‖ ^ 2 := by
  have h1 := trace_mul_commutator D T
  unfold dilationDefect
  generalize D * T - T * D = K at h1 ⊢
  -- both cross terms vanish
  have h2 : trace (Kᴴ * T) = 0 := by
    have h : Kᴴ * T = (T * K)ᴴ := by rw [Matrix.conjTranspose_mul, hT.eq]
    rw [h, Matrix.trace_conjTranspose, h1, star_zero]
  have h3 : (K - c • T)ᴴ * (K - c • T)
      = Kᴴ * K - c • (Kᴴ * T) - star c • (T * K) + (star c * c) • (T * T) := by
    rw [Matrix.conjTranspose_sub, Matrix.conjTranspose_smul, hT.eq]
    simp only [Matrix.sub_mul, Matrix.mul_sub, Matrix.smul_mul, Matrix.mul_smul]
    module
  have hc : star c * c = ((‖c‖ ^ 2 : ℝ) : ℂ) := by
    rw [← Complex.normSq_eq_norm_sq, mul_comm]
    exact Complex.mul_conj c
  rw [frobenius_sq (K - c • T), frobenius_sq K, frobenius_sq T, h3, hT.eq, hc]
  simp only [Matrix.trace_add, Matrix.trace_sub, Matrix.trace_smul, h1, h2, smul_eq_mul,
    mul_zero, sub_zero, Complex.add_re, Complex.re_ofReal_mul]

/-- In a finite basis, every matrix `D` misses the dilation relation `DT - TD = 2T` for a
Hermitian kinetic energy `T` by at least `2‖T‖` in the Frobenius norm. -/
theorem two_norm_le_dilationDefect (D : Matrix n n ℂ) {T : Matrix n n ℂ}
    (hT : T.IsHermitian) : 2 * ‖T‖ ≤ ‖dilationDefect 2 D T‖ := by
  have h := dilationDefect_norm_sq 2 D hT
  have h2 : ‖(2 : ℂ)‖ = 2 := by norm_num
  rw [h2] at h
  refine le_of_not_gt fun hlt => ?_
  nlinarith [norm_nonneg (dilationDefect 2 D T), norm_nonneg T,
    sq_nonneg ‖D * T - T * D‖]

/-- For Hermitian `T` the smallest possible defect `2‖T‖` is reached exactly by the matrices
`D` that commute with `T`. -/
theorem dilationDefect_eq_iff_commute (D : Matrix n n ℂ) {T : Matrix n n ℂ}
    (hT : T.IsHermitian) : ‖dilationDefect 2 D T‖ = 2 * ‖T‖ ↔ D * T = T * D := by
  have h2 : ‖(2 : ℂ)‖ = 2 := by norm_num
  constructor
  · intro heq
    have h := dilationDefect_norm_sq 2 D hT
    rw [h2, heq] at h
    -- nothing is left for the commutator
    have hk : ‖D * T - T * D‖ ^ 2 = 0 := by linarith
    exact sub_eq_zero.mp (norm_eq_zero.mp ((pow_eq_zero_iff two_ne_zero).mp hk))
  · intro hcomm
    unfold dilationDefect
    rw [hcomm, sub_self, zero_sub, norm_neg, norm_smul, h2]

/-- For Hermitian `T`, the error of the operator virial identity and the error of the potential
relation `[D, V] = -W` add up to at least `2‖T‖` in the Frobenius norm. -/
theorem two_norm_le_virialDefect_add (D V W : Matrix n n ℂ) {T : Matrix n n ℂ}
    (hT : T.IsHermitian) :
    2 * ‖T‖ ≤ ‖virialDefect D T V W‖ + ‖D * V - V * D + W‖ := by
  -- the kinetic defect is the virial defect minus the potential one
  have h : dilationDefect 2 D T = virialDefect D T V W - (D * V - V * D + W) := by
    unfold dilationDefect virialDefect
    rw [Matrix.mul_add, Matrix.add_mul]
    module
  calc 2 * ‖T‖ ≤ ‖dilationDefect 2 D T‖ := two_norm_le_dilationDefect D hT
    _ = ‖virialDefect D T V W - (D * V - V * D + W)‖ := by rw [h]
    _ ≤ _ := norm_sub_le _ _

/-- If `v` satisfies `Tv = tv` for a Hermitian `T` and real `t`, the dilation defect has the
unnormalised expectation value `-2t⟨v, v⟩` in `v`, whatever `D` is. -/
theorem dilationDefect_expectation (D : Matrix n n ℂ) {T : Matrix n n ℂ}
    (hT : T.IsHermitian) (t : ℝ) (v : n → ℂ) (hv : T *ᵥ v = (t : ℂ) • v) :
    star v ⬝ᵥ (dilationDefect 2 D T *ᵥ v) = -2 * (t : ℂ) * (star v ⬝ᵥ v) := by
  -- the conjugate vector is a left eigenvector
  have hl : star v ᵥ* T = (t : ℂ) • star v := by
    have h := congrArg star hv
    rw [Matrix.star_mulVec, hT.eq] at h
    rw [h]
    ext i
    simp
  unfold dilationDefect
  rw [Matrix.sub_mulVec, Matrix.sub_mulVec, ← Matrix.mulVec_mulVec, ← Matrix.mulVec_mulVec,
    Matrix.smul_mulVec, hv, Matrix.mulVec_smul, dotProduct_sub, dotProduct_sub,
    Matrix.dotProduct_mulVec (star v) T, hl]
  simp only [dotProduct_smul, smul_dotProduct, smul_eq_mul]
  ring

/-- The raising matrix `T` with rows `(0, 1)` and `(0, 0)` satisfies the dilation relation
`DT - TD = 2T` exactly with `D = diag(1, -1)`. -/
theorem dilationDefect_raising_eq_zero :
    dilationDefect 2 !![(1 : ℂ), 0; 0, -1] !![(0 : ℂ), 1; 0, 0] = 0 := by
  ext i j
  fin_cases i <;> fin_cases j <;>
    norm_num [dilationDefect, Matrix.mul_apply, Fin.sum_univ_succ]

end FiniteBasisDilation
```

```lean
#print axioms FiniteBasisDilation.two_norm_le_dilationDefect
#print axioms FiniteBasisDilation.two_norm_le_virialDefect_add
#print axioms FiniteBasisDilation.dilationDefect_expectation
#print axioms FiniteBasisDilation.dilationDefect_raising_eq_zero
```

```
'FiniteBasisDilation.two_norm_le_dilationDefect' depends on axioms: [propext, Classical.choice, Quot.sound]
'FiniteBasisDilation.two_norm_le_virialDefect_add' depends on axioms: [propext, Classical.choice, Quot.sound]
'FiniteBasisDilation.dilationDefect_expectation' depends on axioms: [propext, Classical.choice, Quot.sound]
'FiniteBasisDilation.dilationDefect_raising_eq_zero' depends on axioms: [propext, Classical.choice, Quot.sound]
```

## From the trace identity to the bounds

`frobenius_sq` writes the norm as a square root of a double sum and matches it with the trace entry by entry. `trace_mul_commutator` is the cyclicity step.

In `dilationDefect_norm_sq`, `generalize` replaces the commutator by `K` and keeps only the fact that tr(TK) = 0. Then `h2` removes the conjugate cross term and `h3` expands the product.

`two_norm_le_dilationDefect` passes from squares to norms: `nlinarith` refutes the opposite inequality. In `dilationDefect_eq_iff_commute`, equality leaves zero for the squared norm of the commutator; the converse is direct substitution.

`two_norm_le_virialDefect_add` checks the splitting with `module` and applies the triangle inequality in the `calc` block. `dilationDefect_expectation` first derives the left eigenvector equation `hl`, after which the two commutator terms cancel.

`dilationDefect_raising_eq_zero` checks four entries. Its T is nonzero and not Hermitian, and the defect is zero, so the bound does not hold for every complex matrix T and some condition on T is needed.
